# An invariant one-dimensional representation of N has exactly |G/N| extensions to G when G/N is finite and cyclic

When a state is multiplied by a known number under each operation of a subgroup \(N\), and one asks by which numbers it can be multiplied under the full symmetry group \(G\), a one-dimensional representation can be modelled either as a family of operators on a line or as the numbers themselves. Here it is the numbers: a homomorphism into the nonzero complex numbers, written `G →* ℂˣ` in Lean. Nothing is lost, since a linear operator on a line is multiplication by a number.

In quantum mechanics the result counts the symmetry labels in \(G\) that are compatible with a given label in \(N\), for one-dimensional representations, provided that the label in \(N\) is unchanged by conjugation with elements of \(G\) and that the quotient \(G/N\) is finite and cyclic. That a particular state is carried into a multiple of itself by all of \(G\) is a separate physical input: operations outside \(N\) may mix it with other states.

## Groups, invariance and extension

```lean
import Mathlib

namespace CyclicCharacterExtension

variable {G : Type*} [Group G] {N : Subgroup G} [hN : N.Normal]
```

\(G\) is any group, finite or infinite, and \(N\) is a normal subgroup. Normality makes the cosets \(gN\) into the group \(G/N\), written `G ⧸ N`.

```lean
/-- A one-dimensional representation `ψ` of the normal subgroup `N` is invariant if
conjugation by any element of `G` leaves its values unchanged. -/
def IsInvariant (ψ : N →* ℂˣ) : Prop :=
  ∀ (g : G) (x : N), ψ ⟨g * x * g⁻¹, hN.conj_mem x x.2 g⟩ = ψ x
```

This defines invariance: \(\psi(gxg^{-1})=\psi(x)\) for all \(g\in G\) and \(x\in N\). In Lean an element of \(N\) is a pair, an element of \(G\) together with a proof that it lies in \(N\). The angle brackets build such a pair for \(gxg^{-1}\), and normality supplies the proof.

```lean
/-- The one-dimensional representation `χ` of `G` extends `ψ` if it restricts to `ψ` on `N`. -/
def Extends {N : Subgroup G} (χ : G →* ℂˣ) (ψ : N →* ℂˣ) : Prop :=
  ∀ x : N, χ x = ψ x
```

\(\chi\) extends \(\psi\) if \(\chi(x)=\psi(x)\) for every \(x\in N\). In the language of descent in symmetry, \(\chi\) goes over into \(\psi\) when the symmetry is lowered from \(G\) to \(N\).

```lean
/-- Only invariant one-dimensional representations of `N` can be extended to `G`. -/
theorem invariant_of_extends {χ : G →* ℂˣ} {ψ : N →* ℂˣ} (hχ : Extends χ ψ) :
    IsInvariant ψ := by
  intro g x
  rw [← hχ, ← hχ]
  change χ (g * x * g⁻¹) = χ x
  rw [map_mul, map_mul, map_inv, mul_inv_cancel_comm]
```

Invariance is necessary for an extension to exist. If \(\chi\) extends \(\psi\), then

\[
\psi(gxg^{-1})=\chi(g)\,\chi(x)\,\chi(g)^{-1}=\chi(x)=\psi(x),
\]

because numbers commute. The Lean proof replaces \(\psi\) by \(\chi\) on both sides and performs this cancellation.

## One operation g and its value c

```lean
/-- If the coset of `g` generates `G/N`, every element of `G` is a power of `g` times an
element of `N`. -/
theorem exists_zpow_mul {g : G} (hg : ∀ q : G ⧸ N, q ∈ Subgroup.zpowers (g : G ⧸ N)) (h : G) :
    ∃ (k : ℤ) (x : N), h = g ^ k * x := by
  obtain ⟨k, hk⟩ := Subgroup.mem_zpowers_iff.1 (hg h)
  have hm : (g ^ k)⁻¹ * h ∈ N := QuotientGroup.eq.1 (by rw [QuotientGroup.mk_zpow]; exact hk)
  exact ⟨k, ⟨_, hm⟩, (mul_inv_cancel_left _ _).symm⟩
```

Suppose the coset \(gN\) generates \(G/N\). For any \(h\in G\) there is then an integer \(k\) with \(g^kN=hN\). Hence \(x=g^{-k}h\) lies in \(N\), and \(h=g^kx\). The pair \((k,x)\) is in general not unique, so a value defined through \(k\) and \(x\) must be shown not to depend on the choice. The next result is used for this.

```lean
/-- Let the coset of `g` generate `G/N`, let `n` be the index of `N`, and let `c ^ n = ψ (g ^ n)`.
Then `ψ (g ^ m) = c ^ m` for every power of `g` that lies in `N`. -/
theorem apply_zpow (ψ : N →* ℂˣ) {g : G}
    (hg : ∀ q : G ⧸ N, q ∈ Subgroup.zpowers (g : G ⧸ N)) {c : ℂˣ}
    (hc : c ^ N.index = ψ ⟨g ^ N.index, N.pow_index_mem g⟩) (m : ℤ) (hm : g ^ m ∈ N) :
    ψ ⟨g ^ m, hm⟩ = c ^ m := by
  have ho : orderOf (g : G ⧸ N) = N.index := orderOf_eq_card_of_forall_mem_zpowers hg
  -- the exponent is a multiple of the order of the quotient
  have hd : (N.index : ℤ) ∣ m := by
    rw [← ho, orderOf_dvd_iff_zpow_eq_one, ← QuotientGroup.mk_zpow]
    exact (QuotientGroup.eq_one_iff _).2 hm
  obtain ⟨q, rfl⟩ := hd
  have e : (⟨g ^ ((N.index : ℤ) * q), hm⟩ : N) = ⟨g ^ N.index, N.pow_index_mem g⟩ ^ q :=
    Subtype.ext (by
      rw [Subgroup.coe_zpow]
      change g ^ ((N.index : ℤ) * q) = (g ^ N.index) ^ q
      rw [zpow_mul, zpow_natCast])
  rw [e, map_zpow, ← hc, zpow_mul, zpow_natCast]
```

Let \(n\) be the index of \(N\), the number of cosets, and let \(c\) satisfy \(c^n=\psi(g^n)\). The claim is that \(\psi(g^m)=c^m\) whenever \(g^m\in N\). The coset \(gN\) has order \(n\), so \(g^m\in N\) forces \(m=nq\) for some integer \(q\), and

\[
\psi(g^m)=\psi(g^n)^q=c^{nq}=c^m .
\]

In the code `hd` is the divisibility and `e` is the identity \(g^{nq}=(g^n)^q\) inside \(N\). No finiteness is assumed: for an infinite quotient Lean sets the index to 0, and the statement remains true with \(m=0\) as the only case.

The condition on \(c\) is \(c^n=\psi(g^n)\), and not \(c^n=1\). The coset \(gN\) has order \(n\), but \(g^n\) itself is only some element of \(N\), on which \(\psi\) may differ from 1.

```lean
/-- Let the coset of `g` generate `G/N`, let `n` be the index of `N`, and let `ψ` be invariant.
Each `c` with `c ^ n = ψ (g ^ n)` is the value at `g` of exactly one extension of `ψ`. -/
theorem existsUnique_extension {ψ : N →* ℂˣ} (hψ : IsInvariant ψ) {g : G}
    (hg : ∀ q : G ⧸ N, q ∈ Subgroup.zpowers (g : G ⧸ N)) {c : ℂˣ}
    (hc : c ^ N.index = ψ ⟨g ^ N.index, N.pow_index_mem g⟩) :
    ∃! χ : G →* ℂˣ, Extends χ ψ ∧ χ g = c := by
  -- the value `c ^ k * ψ x` depends only on the product `g ^ k * x`
  have key : ∀ (k l : ℤ) (x y : N), g ^ k * (x : G) = g ^ l * (y : G) →
      c ^ k * ψ x = c ^ l * ψ y := by
    intro k l x y h
    have e : g ^ (-l + k) = ((y * x⁻¹ : N) : G) := by
      rw [zpow_add, zpow_neg, Subgroup.coe_mul, Subgroup.coe_inv, eq_mul_inv_iff_mul_eq,
        mul_assoc, h, inv_mul_cancel_left]
    have hm : g ^ (-l + k) ∈ N := by rw [e]; exact SetLike.coe_mem _
    have t := apply_zpow ψ hg hc _ hm
    have e' : (⟨g ^ (-l + k), hm⟩ : N) = y * x⁻¹ := Subtype.ext e
    rw [e', map_mul, map_inv, mul_inv_eq_iff_eq_mul] at t
    rw [t, ← mul_assoc, ← zpow_add, add_neg_cancel_left]
  choose k x hkx using exists_zpow_mul hg
  -- invariance makes the prescription multiplicative
  have hmul : ∀ a b : G, c ^ k (a * b) * ψ (x (a * b)) =
      (c ^ k a * ψ (x a)) * (c ^ k b * ψ (x b)) := by
    intro a b
    have hz := hψ (g ^ (-k b)) (x a)
    have e : g ^ k (a * b) * (x (a * b) : G) =
        g ^ (k a + k b) * (g ^ (-k b) * (x a : G) * (g ^ (-k b))⁻¹ * (x b : G)) := by
      rw [← hkx (a * b)]
      calc a * b = (g ^ k a * (x a : G)) * (g ^ k b * (x b : G)) := by
            rw [← hkx a, ← hkx b]
        _ = _ := by group
    rw [key _ (k a + k b) _ (⟨_, hN.conj_mem (x a) (x a).2 (g ^ (-k b))⟩ * x b) e,
      map_mul, hz, zpow_add]
    exact mul_mul_mul_comm _ _ _ _
  refine ⟨MonoidHom.mk' (fun h => c ^ k h * ψ (x h)) hmul, ⟨fun y => ?_, ?_⟩, ?_⟩
  · exact (key _ 0 _ y (by rw [← hkx (y : G), zpow_zero, one_mul])).trans
      (by rw [zpow_zero, one_mul])
  · exact (key _ 1 _ 1 (by rw [← hkx g, zpow_one, Subgroup.coe_one, mul_one])).trans
      (by rw [zpow_one, map_one, mul_one])
  · rintro χ ⟨hχ, hχg⟩
    refine MonoidHom.ext fun h => ?_
    change χ h = c ^ k h * ψ (x h)
    rw [← hχ, ← hχg, ← map_zpow, ← map_mul, ← hkx h]
```

The symbol `∃!` means "there is exactly one". For invariant \(\psi\), each \(c\) with \(c^n=\psi(g^n)\) is the value at \(g\) of exactly one extension, given by

\[
\chi(g^kx)=c^k\,\psi(x).
\]

This is well defined. If \(g^kx=g^ly\) with \(x,y\in N\), then \(g^{k-l}=yx^{-1}\in N\). The previous result gives \(c^{k-l}=\psi(y)\psi(x)^{-1}\), so \(c^k\psi(x)=c^l\psi(y)\). This is the step `key`.

It is multiplicative. Moving \(g^l\) to the left past \(x\) gives

\[
(g^kx)(g^ly)=g^{k+l}\,(g^{-l}xg^{l})\,y ,
\]

and invariance turns \(\psi(g^{-l}xg^l)\) into \(\psi(x)\). The value of the product is therefore \(c^{k+l}\psi(x)\psi(y)\), the product of the two values. This is `hmul`.

It has the required values: \(y=g^0y\) gives \(\chi(y)=\psi(y)\) for \(y\in N\), and \(g=g^1\cdot 1\) gives \(\chi(g)=c\). It is the only one, because any extension with value \(c\) at \(g\) satisfies \(\chi(g^kx)=\chi(g)^k\chi(x)=c^k\psi(x)\).

Lean needs a definite function, so `choose` fixes one pair \((k,x)\) for every group element, and `key` shows that the choice does not affect the value.

## Counting the extensions

```lean
/-- If `G/N` is finite and cyclic, an invariant one-dimensional representation of `N` has
exactly as many extensions to `G` as `G/N` has elements. -/
theorem card_extensions [Finite (G ⧸ N)] [IsCyclic (G ⧸ N)] {ψ : N →* ℂˣ}
    (hψ : IsInvariant ψ) :
    Nat.card {χ : G →* ℂˣ // Extends χ ψ} = Nat.card (G ⧸ N) := by
  obtain ⟨q, hg⟩ := IsCyclic.exists_generator (α := G ⧸ N)
  obtain ⟨g, rfl⟩ := QuotientGroup.mk_surjective q
  have : NeZero N.index := ⟨(Nat.card_pos (α := G ⧸ N)).ne'⟩
  -- one root of `c ^ n = ψ (g ^ n)`
  obtain ⟨z, hz⟩ := IsAlgClosed.exists_pow_nat_eq
    ((ψ ⟨g ^ N.index, N.pow_index_mem g⟩ : ℂˣ) : ℂ) (Nat.pos_of_ne_zero (NeZero.ne N.index))
  have hz0 : z ≠ 0 := by
    rintro rfl
    rw [zero_pow (NeZero.ne _)] at hz
    exact Units.ne_zero _ hz.symm
  obtain ⟨c, hc⟩ : ∃ c : ℂˣ, c ^ N.index = ψ ⟨g ^ N.index, N.pow_index_mem g⟩ :=
    ⟨Units.mk0 z hz0, Units.ext (by rw [Units.val_pow_eq_pow_val, Units.val_mk0]; exact hz)⟩
  have hv : ∀ χ : {χ : G →* ℂˣ // Extends χ ψ}, (χ.1 g * c⁻¹) ^ N.index = 1 := by
    intro χ
    have h : χ.1 (g ^ N.index) = ψ ⟨g ^ N.index, N.pow_index_mem g⟩ := χ.2 ⟨_, _⟩
    rw [mul_pow, inv_pow, ← map_pow, h, hc, mul_inv_cancel]
  -- extensions correspond to roots of unity through their value at `g`
  let f : {χ : G →* ℂˣ // Extends χ ψ} → rootsOfUnity N.index ℂ :=
    fun χ => ⟨χ.1 g * c⁻¹, (mem_rootsOfUnity _ _).2 (hv χ)⟩
  have hf : Function.Bijective f := by
    constructor
    · intro χ χ' h
      have h' : χ.1 g = χ'.1 g := mul_right_cancel (congrArg Subtype.val h)
      refine Subtype.ext (MonoidHom.ext fun a => ?_)
      obtain ⟨k, x, rfl⟩ := exists_zpow_mul hg a
      rw [map_mul, map_mul, map_zpow, map_zpow, h', χ.2 x, χ'.2 x]
    · intro ζ
      have hζ : (ζ : ℂˣ) ^ N.index = 1 := (mem_rootsOfUnity _ _).1 ζ.2
      obtain ⟨χ, ⟨hχ, hχg⟩, -⟩ := existsUnique_extension hψ hg (c := ζ * c)
        (by rw [mul_pow, hζ, one_mul, hc])
      refine ⟨⟨χ, hχ⟩, Subtype.ext ?_⟩
      change χ g * c⁻¹ = ζ
      rw [hχg, mul_inv_cancel_right]
  rw [Nat.card_eq_of_bijective f hf, Complex.card_rootsOfUnity]
  rfl
```

The left side of the equality is the number of homomorphisms \(\chi\) that extend \(\psi\), and the right side is \(n=|G/N|\). Since \(G/N\) is finite, \(n\) is positive, and extensions do exist.

Choose \(g\) so that \(gN\) generates \(G/N\), and fix one complex root \(c\) of \(c^n=\psi(g^n)\). It exists because \(\mathbb C\) is algebraically closed, and it is nonzero because \(\psi(g^n)\) is. Every extension satisfies

\[
\chi(g)^n=\chi(g^n)=\psi(g^n)=c^n ,
\]

so \(\chi(g)/c\) is an \(n\)-th root of unity. The function `f` sends \(\chi\) to this ratio.

- Different extensions have different ratios, since \(\chi(g)\) and \(\psi\) together fix \(\chi(g^kx)\).
- Every root of unity \(\zeta\) occurs: \((\zeta c)^n=\psi(g^n)\), so the previous theorem provides an extension with \(\chi(g)=\zeta c\).

There are \(n\) such roots in \(\mathbb C\), hence \(n\) extensions.

Take \(G=C_6\), generated by the rotation \(g\) through \(60^\circ\), and \(N=\{1,g^3\}\) with \(\psi(g^3)=-1\). Then \(n=3\), and \(c^3=-1\) has the solutions

\[
c=-1,\qquad c=e^{i\pi/3},\qquad c=e^{-i\pi/3}.
\]

These are the representation \(B\) and the two complex-conjugate components of \(E_1\) in the character table of \(C_6\). The wrong condition \(c^3=1\) would give \(\chi(g^3)=1\), in conflict with \(\psi\).

```lean
/-- Two extensions of the same `ψ` differ by a factor that is a one-dimensional representation
of `G/N`, and this factor is unique. -/
theorem existsUnique_twist {ψ : N →* ℂˣ} {χ χ' : G →* ℂˣ} (hχ : Extends χ ψ)
    (hχ' : Extends χ' ψ) :
    ∃! ω : G ⧸ N →* ℂˣ, ∀ h : G, χ' h = χ h * ω (h : G ⧸ N) := by
  refine ⟨QuotientGroup.lift N (χ' / χ) (fun x hx => ?_), fun h => ?_, fun ω hω => ?_⟩
  · have h1 : χ x = ψ ⟨x, hx⟩ := hχ ⟨x, hx⟩
    have h2 : χ' x = ψ ⟨x, hx⟩ := hχ' ⟨x, hx⟩
    rw [MonoidHom.mem_ker, MonoidHom.div_apply, h1, h2, div_self']
  · change χ' h = χ h * (χ' h / χ h)
    rw [div_eq_mul_inv, ← mul_assoc, mul_inv_cancel_comm]
  · refine MonoidHom.ext fun q => ?_
    obtain ⟨h, rfl⟩ := QuotientGroup.mk_surjective q
    have e : χ' h = χ h * ω (h : G ⧸ N) := hω h
    change ω (h : G ⧸ N) = χ' h / χ h
    rw [e, div_eq_mul_inv, mul_inv_cancel_comm]
```

Two extensions \(\chi\) and \(\chi'\) of the same \(\psi\) are related by \(\chi'(h)=\chi(h)\,\omega(hN)\), with exactly one homomorphism \(\omega\) on \(G/N\). By hand, the ratio \(\chi'/\chi\) equals 1 on \(N\), so it depends only on the coset and defines \(\omega\). The relation itself fixes \(\omega\) on every coset. `QuotientGroup.lift` carries out the passage from \(G\) to \(G/N\). This theorem requires neither a finite nor a cyclic quotient. In the \(C_6\) example, the factors \(\omega(gN)\) relative to \(B\) are \(1\) and \(e^{\pm 2\pi i/3}\).

## An invariant sign that has no extension

```lean
/-- The subgroup of the quaternion group (the double group of D2) formed by the identity and
the rotation by a full turn, `a 2`. -/
def fullTurn : Subgroup (QuaternionGroup 2) where
  carrier := {x | x = 1 ∨ x = QuaternionGroup.a 2}
  one_mem' := Or.inl rfl
  mul_mem' := by
    have h : ∀ x y : QuaternionGroup 2, (x = 1 ∨ x = QuaternionGroup.a 2) →
        (y = 1 ∨ y = QuaternionGroup.a 2) → (x * y = 1 ∨ x * y = QuaternionGroup.a 2) := by
      decide
    exact fun {x y} hx hy => h x y hx hy
  inv_mem' := by
    have h : ∀ x : QuaternionGroup 2, (x = 1 ∨ x = QuaternionGroup.a 2) →
        (x⁻¹ = 1 ∨ x⁻¹ = QuaternionGroup.a 2) := by decide
    exact fun {x} hx => h x hx
```

`QuaternionGroup 2` is the quaternion group of eight elements, the double group of \(D_2\). Its elements are named `a i` and `xa i`, with `i` counted modulo 4. The element `a 2` is the rotation by \(2\pi\), often written \(\bar E\) or \(R\) in character tables. The subgroup `fullTurn` consists of the identity and `a 2`; `decide` checks closure by running through all cases.

```lean
/-- The subgroup generated by the full turn is normal in the quaternion group. -/
instance fullTurn_normal : fullTurn.Normal where
  conj_mem := by
    have h : ∀ x g : QuaternionGroup 2, (x = 1 ∨ x = QuaternionGroup.a 2) →
        (g * x * g⁻¹ = 1 ∨ g * x * g⁻¹ = QuaternionGroup.a 2) := by decide
    exact fun x hx g => h x g hx
```

The same kind of check shows that conjugation maps this subgroup into itself, so it is normal.

```lean
/-- The sign character of the full turn: `1` on the identity and `-1` on `a 2`. -/
def spinSign : fullTurn →* ℂˣ where
  toFun x := if x.1 = 1 then 1 else -1
  map_one' := if_pos rfl
  map_mul' := by
    have h1 : (QuaternionGroup.a 2 : QuaternionGroup 2) ≠ 1 := by decide
    have h2 : (QuaternionGroup.a 2 * QuaternionGroup.a 2 : QuaternionGroup 2) = 1 := by decide
    rintro ⟨x, hx⟩ ⟨y, hy⟩
    change (if x * y = 1 then (1 : ℂˣ) else -1) =
      (if x = 1 then 1 else -1) * (if y = 1 then 1 else -1)
    rcases hx with rfl | rfl <;> rcases hy with rfl | rfl <;>
      simp only [h1, h2, one_mul, mul_one, if_true, if_false, neg_mul_neg]
```

`spinSign` is \(+1\) on the identity and \(-1\) on `a 2`, the sign that a state of half-integer spin acquires under a full turn. Multiplicativity is verified for the four possible products.

```lean
/-- Invariance alone does not suffice for an extension: the sign character of the full turn
is invariant in the quaternion group, but no one-dimensional representation extends it. -/
theorem spinSign_not_extendable :
    IsInvariant spinSign ∧ ∀ χ : QuaternionGroup 2 →* ℂˣ, ¬ Extends χ spinSign := by
  constructor
  · intro g x
    change (if g * x.1 * g⁻¹ = 1 then (1 : ℂˣ) else -1) = if x.1 = 1 then 1 else -1
    have h : g * x.1 * g⁻¹ = 1 ↔ x.1 = 1 := by simp
    simp only [h]
  · intro χ hχ
    -- the full turn is a commutator, so `χ` equals one on it
    have h : (QuaternionGroup.a 2 : QuaternionGroup 2) = QuaternionGroup.a 1 *
        QuaternionGroup.xa 0 * (QuaternionGroup.a 1)⁻¹ * (QuaternionGroup.xa 0)⁻¹ := by decide
    have h1 : χ (QuaternionGroup.a 2) = 1 := by
      rw [h, map_mul, map_mul, map_mul, map_inv, map_inv, mul_inv_cancel_comm, mul_inv_cancel]
    have hs : spinSign ⟨QuaternionGroup.a 2, Or.inr rfl⟩ = -1 := by
      change (if (QuaternionGroup.a 2 : QuaternionGroup 2) = 1 then (1 : ℂˣ) else -1) = -1
      exact if_neg (by decide)
    have h2 : χ (QuaternionGroup.a 2) = -1 :=
      (hχ ⟨QuaternionGroup.a 2, Or.inr rfl⟩).trans hs
    have h3 : (1 : ℂ) = -1 := congrArg Units.val (h1.symm.trans h2)
    norm_num at h3

end CyclicCharacterExtension
```

The sign is invariant, because \(gxg^{-1}=1\) exactly when \(x=1\). Yet it has no extension. Writing \(a\) for `a 1` and \(b\) for `xa 0`, one has

\[
a^2=a\,b\,a^{-1}b^{-1},
\]

and every one-dimensional \(\chi\) sends such a commutator to 1, whereas an extension would need \(\chi(a^2)=-1\). The proof ends with the contradiction \(1=-1\).

The quotient in this example is \(D_2\) itself, which is finite and abelian but not cyclic. Replacing "cyclic" by "abelian" in the counting theorem would therefore make it false.

```lean
#print axioms CyclicCharacterExtension.invariant_of_extends
#print axioms CyclicCharacterExtension.card_extensions
#print axioms CyclicCharacterExtension.existsUnique_twist
#print axioms CyclicCharacterExtension.spinSign_not_extendable
```

```
'CyclicCharacterExtension.invariant_of_extends' depends on axioms: [propext, Classical.choice, Quot.sound]
'CyclicCharacterExtension.card_extensions' depends on axioms: [propext, Classical.choice, Quot.sound]
'CyclicCharacterExtension.existsUnique_twist' depends on axioms: [propext, Classical.choice, Quot.sound]
'CyclicCharacterExtension.spinSign_not_extendable' depends on axioms: [propext, Classical.choice, Quot.sound]
```
